# Every Hermitian occupation matrix has an orbital basis in which the diagonal-only AMF energy vanishes

Q: Put one electron of a given spin into the first of two degenerate orbitals. The occupation matrix is \(n=\mathrm{diag}(1,0)\) and the mean occupation for that spin is \(v=1/2\). The around-mean-field (AMF) correction of DFT+U, with exchange neglected, the mean taken separately for each spin and only diagonal occupations used, gives
\[
-\frac U2\left[\left(1-\tfrac12\right)^2+\left(0-\tfrac12\right)^2\right]=-\frac U4 .
\]
Here \(U\) stands for the screened repulsion between electrons on the same site. What is wrong with that number?

A: It depends on which pair of orthonormal orbitals you choose as the basis. Describe the same electron with the sum and difference of the two orbitals, each divided by \(\sqrt2\). The matrix becomes
\[
m=\frac12\begin{pmatrix}1&1\\1&1\end{pmatrix},
\]
both diagonal entries equal the mean, and the energy is zero. The state is unchanged; the polarisation has moved into the off-diagonal entries, which this formula ignores.

Q: Two orbitals and a pure state are a special case. Does it work for any number \(d\) of orbitals and any Hermitian \(n\)?

A: Yes, for every \(d\ge1\). Number the orbitals from 0 to \(d-1\), let \(\omega=e^{2\pi i/d}\), and define the Fourier matrix \(F_{jk}=\omega^{jk}/\sqrt d\). Since \(\bar\omega\omega=1\),
\[
(F^\dagger F)_{ij}=\frac1d\sum_{k=0}^{d-1}z^k,\qquad z=\bar\omega^{\,i}\omega^{\,j}.
\]
For \(i=j\) we have \(z=1\) and the result is 1. For \(i\ne j\) we have \(z\ne1\) but \(z^d=1\), so \((1-z)\sum_k z^k=1-z^d=0\) and the sum vanishes. Thus \(F\) is unitary.

Now diagonalise: \(V^\dagger nV=\mathrm{diag}(l_0,\dots,l_{d-1})\), with \(V\) unitary. Set \(W=VF\). Every entry of \(F\) has squared modulus \(1/d\), so
\[
(W^\dagger nW)_{ii}=\sum_k|F_{ki}|^2\,l_k=\frac1d\sum_k l_k=\frac{\mathrm{Tr}\,n}{d}=v .
\]
Each term \((m_{ii}-v)^2\) of the energy is then zero. For \(d=2\), \(F\) is the sum-and-difference rotation above.

Q: Perhaps such bases are rare accidents, and the energy is otherwise sound?

A: Suppose \(U\ne0\) and the energy is the same in all orthonormal bases. It is zero in the basis \(W\), so it is zero in the eigenbasis too. A sum of squares vanishes only if each term does, so every \(l_i=v\), and \(n=V(v\mathbb 1)V^\dagger=v\mathbb 1\). Conversely, \(W^\dagger(v\mathbb 1)W=v\mathbb 1\) for every unitary \(W\). Basis independence therefore holds only for a uniformly occupied shell.

Q: Now the formal version. What exactly is the energy there?

A: A real number computed from a complex matrix indexed by `Fin d`, which also counts from 0.

```lean
import Mathlib

open Matrix ComplexConjugate

namespace DiagonalAMF

noncomputable section

/-- The diagonal-only AMF energy `-(U/2) ∑ (m_ii - v)^2` with `v = Tr m / d`, for a Hermitian
occupation matrix `m` of `d ≥ 1` orbitals; real parts are taken to obtain a real number. -/
def diagonalAMF {d : ℕ} (U : ℝ) (m : Matrix (Fin d) (Fin d) ℂ) : ℝ :=
  -(U / 2) * ∑ i, ((m i i).re - (trace m).re / d) ^ 2
```

Q: Why the real parts? That could hide something.

A: For Hermitian `m` the diagonal entries and the trace are already real, so nothing is lost. The definition accepts any matrix, but the theorems about the energy assume `n.IsHermitian`. They don't require eigenvalues between 0 and 1, so physical occupation matrices are included. The mean \(v\), often written \(\bar n\), appears as `trace n / d`.

Q: And the change of orbitals?

A: It is `Wᴴ * n * W` with `W ∈ unitaryGroup (Fin d) ℂ`, where `ᴴ` is the conjugate transpose. The columns of `W` are the new orbitals expressed in the old ones. The condition \(d\ge1\) is written `[NeZero d]`. The model has one spin channel, a fixed `n`, and a single parameter `U` without exchange.

Q: Show me the Fourier matrix.

A: `phase d` is \(\omega\), and `fourier d` is \(F\).

```lean
/-- The elementary phase `exp(2πi/d)`, for `d ≥ 1`. -/
def phase (d : ℕ) : ℂ := Complex.exp (2 * Real.pi * Complex.I / d)

/-- The discrete Fourier matrix, with entries `exp(2πi jk/d) / √d`, for `d ≥ 1`. -/
def fourier (d : ℕ) : Matrix (Fin d) (Fin d) ℂ :=
  Matrix.of fun j k => phase d ^ ((j : ℕ) * (k : ℕ)) / ((Real.sqrt d : ℝ) : ℂ)
```

The first lemma gets \(|\omega|=1\) from \(\omega^d=1\), because a non-negative real number whose \(d\)-th power is 1 must be 1.

```lean
/-- For `d ≥ 1` the elementary phase has unit modulus. -/
theorem conj_phase_mul (d : ℕ) [NeZero d] : conj (phase d) * phase d = 1 := by
  have hp : phase d ^ d = 1 := (Complex.isPrimitiveRoot_exp d (NeZero.ne d)).pow_eq_one
  have hn : ‖phase d‖ ^ d = 1 := by rw [← norm_pow, hp, norm_one]
  have h1 : ‖phase d‖ = 1 := (pow_eq_one_iff_of_nonneg (norm_nonneg _) (NeZero.ne d)).mp hn
  rw [Complex.conj_mul', h1]
  norm_num
```

The next one multiplies two entries from the same row and combines the two square roots into \(1/d\). This is the summand in \(F^\dagger F\).

```lean
/-- The product of two entries in one row of the Fourier matrix, the first one conjugated, is
a power of a relative phase divided by `d`. -/
theorem fourier_entry (d : ℕ) (i j k : Fin d) :
    conj (fourier d k i) * fourier d k j =
      (conj (phase d) ^ (i : ℕ) * phase d ^ (j : ℕ)) ^ (k : ℕ) / d := by
  have hs : ((Real.sqrt d : ℝ) : ℂ) * ((Real.sqrt d : ℝ) : ℂ) = d := by
    rw [← Complex.ofReal_mul, Real.mul_self_sqrt (Nat.cast_nonneg d), Complex.ofReal_natCast]
  simp only [fourier, Matrix.of_apply, map_div₀, map_pow, Complex.conj_ofReal]
  rw [div_mul_div_comm, hs, mul_pow, ← pow_mul, ← pow_mul, mul_comm (i : ℕ) (k : ℕ),
    mul_comm (j : ℕ) (k : ℕ)]
```

Q: Where is the geometric sum?

A: In the unitarity proof. `by_cases hij : i = j` separates the two cases. For distinct columns, `hz` shows \(z\ne1\) because \(\omega\) is a primitive root, `hzd` shows \(z^d=1\), and `mul_neg_geom_sum` supplies the identity for \((1-z)\sum_k z^k\).

```lean
/-- The discrete Fourier matrix is unitary for `d ≥ 1`. -/
theorem fourier_mem_unitary (d : ℕ) [NeZero d] :
    fourier d ∈ unitaryGroup (Fin d) ℂ := by
  have prim : IsPrimitiveRoot (phase d) d := Complex.isPrimitiveRoot_exp d (NeZero.ne d)
  rw [mem_unitaryGroup_iff']
  ext i j
  have h : (star (fourier d) * fourier d) i j =
      ∑ k : Fin d, (conj (phase d) ^ (i : ℕ) * phase d ^ (j : ℕ)) ^ (k : ℕ) / (d : ℂ) := by
    rw [Matrix.mul_apply]
    exact Finset.sum_congr rfl fun k _ => fourier_entry d i j k
  rw [h, ← Finset.sum_div, Fin.sum_univ_eq_sum_range
    (fun k => (conj (phase d) ^ (i : ℕ) * phase d ^ (j : ℕ)) ^ k) d]
  by_cases hij : i = j
  · subst hij
    rw [← mul_pow, conj_phase_mul]
    simp [NeZero.ne d]
  · -- distinct columns: the geometric sum over a nontrivial root of unity vanishes
    have hz : conj (phase d) ^ (i : ℕ) * phase d ^ (j : ℕ) ≠ 1 := by
      intro h1
      apply hij
      refine Fin.ext (prim.pow_inj i.2 j.2 ?_)
      calc phase d ^ (i : ℕ)
          = phase d ^ (i : ℕ) * (conj (phase d) ^ (i : ℕ) * phase d ^ (j : ℕ)) := by
            rw [h1, mul_one]
        _ = (conj (phase d) * phase d) ^ (i : ℕ) * phase d ^ (j : ℕ) := by
            rw [mul_pow]; ring
        _ = phase d ^ (j : ℕ) := by rw [conj_phase_mul, one_pow, one_mul]
    have hc : conj (phase d) ^ d = 1 := by rw [← map_pow, prim.pow_eq_one, map_one]
    have hzd : (conj (phase d) ^ (i : ℕ) * phase d ^ (j : ℕ)) ^ d = 1 := by
      rw [mul_pow, pow_right_comm, hc, pow_right_comm (phase d), prim.pow_eq_one]
      simp only [one_pow, mul_one]
    have g := mul_neg_geom_sum (conj (phase d) ^ (i : ℕ) * phase d ^ (j : ℕ)) d
    rw [hzd, sub_self] at g
    rw [(mul_eq_zero.mp g).resolve_left (sub_ne_zero.mpr hz.symm), zero_div,
      Matrix.one_apply_ne hij]
```

The averaging step follows. The "levels" `l` are occupation eigenvalues, not orbital energies. The lemma `fourier_entry` with \(j=i\) gives the weight \(1/d\), and `linear_combination` multiplies it by `l k`.

```lean
/-- In the Fourier basis, every diagonal entry of a diagonal matrix becomes the mean of its
levels, for `d ≥ 1`. -/
theorem fourier_levels_diag (d : ℕ) [NeZero d] (l : Fin d → ℂ) (i : Fin d) :
    ((fourier d)ᴴ * diagonal l * fourier d) i i = (∑ k, l k) / d := by
  rw [Matrix.mul_apply, Finset.sum_div]
  refine Finset.sum_congr rfl fun k _ => ?_
  have h := fourier_entry d i i k
  rw [← mul_pow, conj_phase_mul, one_pow, one_pow] at h
  rw [Matrix.mul_diagonal]
  change conj (fourier d k i) * l k * fourier d k i = l k / d
  linear_combination l k * h
```

Two facts about a general `n` remain: the trace survives the rotation, by cyclicity and \(WW^\dagger=\mathbb 1\), and the spectral theorem supplies \(V\) and the eigenvalues.

```lean
/-- The trace of the occupation matrix is unchanged by a unitary change of orbitals. -/
theorem trace_rotate {d : ℕ} (n : Matrix (Fin d) (Fin d) ℂ) {W : Matrix (Fin d) (Fin d) ℂ}
    (hW : W ∈ unitaryGroup (Fin d) ℂ) : trace (Wᴴ * n * W) = trace n := by
  have h : W * Wᴴ = 1 := mem_unitaryGroup_iff.mp hW
  rw [Matrix.trace_mul_comm, ← Matrix.mul_assoc, h, Matrix.one_mul]

/-- A Hermitian occupation matrix is diagonal in some orthonormal orbital basis. -/
theorem exists_eigenbasis {d : ℕ} {n : Matrix (Fin d) (Fin d) ℂ} (hn : n.IsHermitian) :
    ∃ V ∈ unitaryGroup (Fin d) ℂ, ∃ l : Fin d → ℂ, Vᴴ * n * V = diagonal l := by
  let V : Matrix (Fin d) (Fin d) ℂ := hn.eigenvectorUnitary
  let l : Fin d → ℂ := RCLike.ofReal ∘ hn.eigenvalues
  have hV : Vᴴ * V = 1 := mem_unitaryGroup_iff'.mp hn.eigenvectorUnitary.2
  have h : n = V * diagonal l * Vᴴ := hn.spectral_theorem
  refine ⟨V, hn.eigenvectorUnitary.2, l, ?_⟩
  calc Vᴴ * n * V = Vᴴ * (V * diagonal l * Vᴴ) * V := congrArg (fun M => Vᴴ * M * V) h
    _ = (Vᴴ * V) * diagonal l * (Vᴴ * V) := by simp only [Matrix.mul_assoc]
    _ = diagonal l := by rw [hV, Matrix.one_mul, Matrix.mul_one]
```

Q: So what does the main theorem say, word for word?

A: For Hermitian `n` with \(d\ge1\), there is a unitary `W` such that every diagonal entry of the rotated matrix equals `trace n / d`, and the energy of that matrix is zero for every real `U`. One `W` serves all values of `U`. In the proof `W` is `V * fourier d`; `e` regroups the product, and `hdiag` combines the averaging lemma with trace invariance.

```lean
/-- For every Hermitian occupation matrix of `d ≥ 1` orbitals there is a unitary change of
orbitals after which all diagonal occupations equal `Tr n / d` and the diagonal-only AMF
energy is zero for every `U`. -/
theorem exists_rotation_diagonalAMF_eq_zero {d : ℕ} [NeZero d]
    {n : Matrix (Fin d) (Fin d) ℂ} (hn : n.IsHermitian) :
    ∃ W ∈ unitaryGroup (Fin d) ℂ, (∀ i, (Wᴴ * n * W) i i = trace n / d) ∧
      ∀ U : ℝ, diagonalAMF U (Wᴴ * n * W) = 0 := by
  obtain ⟨V, hV, l, hl⟩ := exists_eigenbasis hn
  -- first go to the eigenbasis, then spread the levels evenly by the Fourier matrix
  have hW : V * fourier d ∈ unitaryGroup (Fin d) ℂ := mul_mem hV (fourier_mem_unitary d)
  have e : (V * fourier d)ᴴ * n * (V * fourier d) =
      (fourier d)ᴴ * diagonal l * fourier d := by
    rw [← hl, Matrix.conjTranspose_mul]
    simp only [Matrix.mul_assoc]
  have hdiag : ∀ i, ((V * fourier d)ᴴ * n * (V * fourier d)) i i = trace n / d := by
    intro i
    rw [e, fourier_levels_diag, ← trace_rotate n hV, hl, Matrix.trace_diagonal]
  refine ⟨V * fourier d, hW, hdiag, fun U => ?_⟩
  simp only [diagonalAMF, hdiag, trace_rotate n hW, Complex.div_natCast_re]
  simp
```

Q: And your claim about uniform occupation?

A: It takes two theorems. The first says that for `U ≠ 0` the energy vanishes exactly when all diagonal entries equal the mean. Its proof uses Hermiticity to discard the imaginary parts, then `Finset.sum_eq_zero_iff_of_nonneg` to make each square vanish.

```lean
/-- For `U ≠ 0` and a Hermitian occupation matrix, the diagonal-only AMF energy is zero exactly
when all diagonal occupations equal their mean. -/
theorem diagonalAMF_eq_zero_iff {d : ℕ} {U : ℝ} (hU : U ≠ 0)
    {n : Matrix (Fin d) (Fin d) ℂ} (hn : n.IsHermitian) :
    diagonalAMF U n = 0 ↔ ∀ i, n i i = trace n / d := by
  have him : ∀ i, (n i i).im = 0 := fun i => Complex.conj_eq_iff_im.mp (hn.apply i i)
  have htr : (trace n).im = 0 := by simp [Matrix.trace, Complex.im_sum, him]
  have key : ∀ i, n i i = trace n / d ↔ (n i i).re - (trace n).re / d = 0 := by
    intro i
    rw [Complex.ext_iff, Complex.div_natCast_re, Complex.div_natCast_im, him, htr, sub_eq_zero]
    simp
  simp only [key]
  unfold diagonalAMF
  rw [mul_eq_zero, or_iff_right (neg_ne_zero.mpr (div_ne_zero hU two_ne_zero)),
    Finset.sum_eq_zero_iff_of_nonneg (fun i _ => sq_nonneg _)]
  simp
```

The second is the equivalence between basis independence and \(n=v\mathbb 1\). In the forward direction, `hE` carries the zero from the basis `W` to the eigenbasis, `hlc` makes all eigenvalues equal, and the final calculation rotates back. In the reverse direction, `hfix` shows that a multiple of the identity is unchanged.

```lean
/-- For `U ≠ 0` and a Hermitian occupation matrix of `d ≥ 1` orbitals, the diagonal-only AMF
energy is the same in all orthonormal orbital bases if and only if the occupation matrix is
`Tr n / d` times the identity. -/
theorem diagonalAMF_invariant_iff {d : ℕ} [NeZero d] {U : ℝ} (hU : U ≠ 0)
    {n : Matrix (Fin d) (Fin d) ℂ} (hn : n.IsHermitian) :
    (∀ W ∈ unitaryGroup (Fin d) ℂ, diagonalAMF U (Wᴴ * n * W) = diagonalAMF U n) ↔
      n = (trace n / (d : ℂ)) • (1 : Matrix (Fin d) (Fin d) ℂ) := by
  constructor
  · intro hinv
    obtain ⟨W, hW, -, h0⟩ := exists_rotation_diagonalAMF_eq_zero hn
    obtain ⟨V, hV, l, hl⟩ := exists_eigenbasis hn
    have hVV : V * Vᴴ = 1 := mem_unitaryGroup_iff.mp hV
    -- invariance forces the energy to vanish in the eigenbasis as well
    have hE : diagonalAMF U (Vᴴ * n * V) = 0 := by rw [hinv V hV, ← hinv W hW, h0 U]
    have hd := (diagonalAMF_eq_zero_iff hU (isHermitian_conjTranspose_mul_mul V hn)).mp hE
    have hlc : l = fun _ => trace n / (d : ℂ) := by
      funext i
      have hi := hd i
      rw [trace_rotate n hV, hl, Matrix.diagonal_apply_eq] at hi
      exact hi
    calc n = (V * Vᴴ) * n * (V * Vᴴ) := by rw [hVV, Matrix.one_mul, Matrix.mul_one]
      _ = V * (Vᴴ * n * V) * Vᴴ := by simp only [Matrix.mul_assoc]
      _ = (trace n / (d : ℂ)) • (1 : Matrix (Fin d) (Fin d) ℂ) := by
        rw [hl, hlc, ← Matrix.smul_one_eq_diagonal, Matrix.mul_smul, Matrix.smul_mul,
          Matrix.mul_one, hVV]
  · intro h W hW
    have hWW : Wᴴ * W = 1 := mem_unitaryGroup_iff'.mp hW
    have hfix : ∀ c : ℂ, n = c • (1 : Matrix (Fin d) (Fin d) ℂ) → Wᴴ * n * W = n := by
      intro c hc
      rw [hc, Matrix.mul_smul, Matrix.smul_mul, Matrix.mul_one, hWW]
    rw [hfix _ h]

end

end DiagonalAMF
```

```lean
#print axioms DiagonalAMF.exists_rotation_diagonalAMF_eq_zero
#print axioms DiagonalAMF.diagonalAMF_invariant_iff
```

```
'DiagonalAMF.exists_rotation_diagonalAMF_eq_zero' depends on axioms: [propext, Classical.choice, Quot.sound]
'DiagonalAMF.diagonalAMF_invariant_iff' depends on axioms: [propext, Classical.choice, Quot.sound]
```

Q: In a DFT+U run I don't pick arbitrary unitaries. I pick coordinate axes.

A: The theorem doesn't cover that restriction: `W` ranges over all unitaries, and one that removes the energy need not come from turning the axes. Take an \(e_g\) pair as the correlated subspace, with one electron in \(3z^2-r^2\), and let \(U=4\) eV for illustration. A code that uses the diagonal-only formula projects the Kohn–Sham states onto the two orbitals and reads off the diagonal \((1,0)\), so the energy is \(-U/4=-1\) eV. Rename the cubic axes so that the old \(x\) becomes the new \(z\). The diagonal is now \((1/4,3/4)\), and the energy is \(-U/16=-0.25\) eV. The equal mixture that gives zero is not reached by permuting the cubic axes, but it is a legitimate orthonormal basis for the same subspace. Even the change of axes has altered the energy.

Q: Would another definition of the energy have avoided all this?

A: Yes. Rotationally invariant forms of DFT+U use the full matrix, and the AMF energy of this model then becomes
\[
-\frac U2\,\mathrm{Tr}\,(m-v\mathbb 1)^2=-\frac U2\sum_i(m_{ii}-v)^2-\frac U2\sum_{i\ne j}|m_{ij}|^2 .
\]
The trace makes it the same in every orthonormal basis. In the two-orbital example the off-diagonal entries restore \(-U/4\) after the rotation. With that definition the main theorem's zero-energy claim would fail for every Hermitian \(n\) other than \(v\mathbb 1\), although the basis with equal diagonal entries would still exist. This comparison is not formalised; the Lean theorems concern the diagonal-only energy.
